# Cosine waves on a free ring polymer satisfy its spring eigenvalue equation, with squared frequency 4ω_P² sin²(kπ/P)

The theorem `ringMode_spring` concerns a ring of P ≥ 1 beads of equal mass m, with neighbours joined by harmonic springs of force constant mω_P² and no external potential. Bead j has the displacement u_j = cos(2πkj/P + φ), an unnormalised wave which for some k and φ is zero on every bead. The theorem states that u_j is unchanged when j grows by P, and that ω_P²(2u_j − u_{j+1} − u_{j−1}), which is minus the spring force on bead j divided by m, equals (2ω_P sin(kπ/P))² u_j. This holds for every real ω_P and φ, every natural number k and every integer j. The proof gets the periodicity from a shift of the phase by k full turns, and the spring equation from the addition formulas for the cosine and sin² + cos² = 1.

In Lean, a first try:

```lean
import Mathlib

open Real

namespace RingModeSpring

noncomputable section

/-- The frequency `2 ω_P sin(kπ/P)` of mode `k`, where `0 ≤ k < P`, of a free ring polymer with `P`
beads. -/
def ringFreq (ωP : ℝ) (P k : ℕ) : ℝ := 2 * ωP * sin (k * π / P)

/-- The displacement of bead `j` in a cosine wave of index `k` and phase `φ` on a ring of
`P ≥ 1` beads. -/
def ringMode (P k : ℕ) (φ : ℝ) (j : ℤ) : ℝ := cos (2 * (k * π / P) * j + φ)

/-- On a ring of `P ≥ 1` beads the cosine wave of index `k` is periodic, and the harmonic springs
between neighbours act on it with a mass-scaled force whose negative is the squared mode frequency
times the displacement. -/
theorem ringMode_spring (ωP φ : ℝ) {P : ℕ} (hP : 0 < P) (k : ℕ) (j : ℤ) :
    ringMode P k φ (j + P) = ringMode P k φ j ∧
    ωP ^ 2 * (2 * ringMode P k φ j - ringMode P k φ (j + 1) - ringMode P k φ (j - 1)) =
      ringFreq ωP P k ^ 2 * ringMode P k φ j := by
  have hP' : (P : ℝ) ≠ 0 := by exact_mod_cast hP.ne'
  unfold ringMode ringFreq
  push_cast
  constructor
  · have e : 2 * (k * π / P) * ((j : ℝ) + P) + φ
        = (2 * (k * π / P) * j + φ) + k * (2 * π) := by
      field_simp
      ring
    rw [e, Real.cos_add_nat_mul_two_pi]
  · generalize (k : ℝ) * π / P = θ
    have e1 : 2 * θ * ((j : ℝ) + 1) + φ = (2 * θ * j + φ) + 2 * θ := by ring
    have e2 : 2 * θ * ((j : ℝ) - 1) + φ = (2 * θ * j + φ) - 2 * θ := by ring
    rw [e1, e2, Real.cos_add, Real.cos_sub, Real.cos_two_mul]
    linear_combination (-4 * ωP ^ 2 * cos (2 * θ * j + φ)) * Real.sin_sq_add_cos_sq θ

end

end RingModeSpring
```

Lean reports:

```
Main.lean:37:4: error: ring failed, ring expressions not equal
ωP φ : ℝ
P : ℕ
hP : 0 < P
k : ℕ
j : ℤ
hP' : ↑P ≠ 0
θ : ℝ
e1 : 2 * θ * (↑j + 1) + φ = 2 * θ * ↑j + φ + 2 * θ
e2 : 2 * θ * (↑j - 1) + φ = 2 * θ * ↑j + φ - 2 * θ
⊢ ωP ^ 2 * cos (2 * θ * ↑j) * cos φ * 2 - ωP ^ 2 * cos (2 * θ * ↑j) * cos φ * sin θ ^ 2 * 4 -
                  ωP ^ 2 * sin (2 * θ * ↑j) * sin φ * 2 +
                ωP ^ 2 * sin (2 * θ * ↑j) * sin φ * sin θ ^ 2 * 4 -
              ωP ^ 2 * cos (2 * θ * ↑j + φ + 2 * θ) -
            ωP ^ 2 * cos (2 * θ * ↑j + φ) * 3 +
          ωP ^ 2 * cos (2 * θ * ↑j + φ) * cos θ ^ 2 * 2 +
        ωP ^ 2 * cos (2 * θ * ↑j + φ) * sin θ ^ 2 * 4 -
      ωP ^ 2 * sin (2 * θ * ↑j + φ) * sin (2 * θ) =
    0
```

What went wrong. The message says that `linear_combination` left an equation which `ring` could not prove. The fault lies in the rewrite before it. `Real.cos_add` was meant for the neighbour's term `cos (2 * θ * j + φ + 2 * θ)`, but the phase `2 * θ * j + φ` is itself a sum, and `rw` matched the cosine of that first. It therefore split the displacement of bead j into products such as `cos (2 * θ * j) * cos φ` and left the neighbour's term whole, as the remaining goal shows. `Real.cos_sub` did expand the other neighbour, but its term in `sin (2 * θ)` then had nothing to cancel against.

The repair rewrites with `e1` and `e2` first, then uses `generalize` to replace the phase by a single variable `x`. The only cosine of a sum is now `cos (x + 2 * θ)`, so `Real.cos_add` expands the right term and the sine products cancel. The coefficient given to `linear_combination` is the same as before, written with `cos x` to match the new goal.

The change, after which it compiles:

```diff
@@ -34,6 +34,8 @@
     have e1 : 2 * θ * ((j : ℝ) + 1) + φ = (2 * θ * j + φ) + 2 * θ := by ring
     have e2 : 2 * θ * ((j : ℝ) - 1) + φ = (2 * θ * j + φ) - 2 * θ := by ring
-    rw [e1, e2, Real.cos_add, Real.cos_sub, Real.cos_two_mul]
-    linear_combination (-4 * ωP ^ 2 * cos (2 * θ * j + φ)) * Real.sin_sq_add_cos_sq θ
+    rw [e1, e2]
+    generalize 2 * θ * (j : ℝ) + φ = x
+    rw [Real.cos_add, Real.cos_sub, Real.cos_two_mul]
+    linear_combination (-4 * ωP ^ 2 * cos x) * Real.sin_sq_add_cos_sq θ
 
 end
```
